# For l ≥ 1, the mean of a hydrogenic Dirac doublet, weighted by 2j + 1, has a leading relativistic shift governed by 1/(l + 1/2)

**Q:** Which hydrogen energies are being averaged, and in which units?

**A:** In a one-electron atom, relativity splits a level with principal quantum number $n$ and orbital quantum number $l\ge 1$ into a doublet, $j=l+\tfrac12$ and $j=l-\tfrac12$. We want the position of the doublet's mean relative to the Bohr energy. I use atomic units: $Z$ is the nuclear charge, $c$ the speed of light, $c^2$ the electron's rest energy and $-Z^2/(2n^2)$ the Bohr energy. Each level is labelled by $k=j+\tfrac12$, which textbooks often write $|\kappa|$; it is not a wave number. The doublet therefore has $k=l+1$ and $k=l$.

```lean
import Mathlib

open Filter Topology

namespace AveragedFineStructure

noncomputable section
```

**A:** The first definition is the quantity that replaces $n$ in the Dirac formula,
$$D=n-k+\sqrt{k^2-w^2},\qquad w=Z/c .$$
The code calls $D$ the apparent principal quantum number; some authors give that name to $\sqrt{D^2+w^2}$ instead.

```lean
/-- The apparent principal quantum number `n - k + √(k² - (Z/c)²)` of a Dirac level with
`k = j + 1/2`, for `c > 0`, `1 ≤ k ≤ n` and `0 < Z/c < k`. -/
def apparentN (Z c : ℝ) (n k : ℕ) : ℝ := n - k + √((k : ℝ) ^ 2 - (Z / c) ^ 2)
```

**A:** The energy in units of $c^2$ is $r=(1+w^2/D^2)^{-1/2}$. This $r$ is an energy, not a radius.

```lean
/-- The Dirac energy of a hydrogenic level in units of the rest energy, for `c > 0`, `1 ≤ k ≤ n` and
`0 < Z/c < k`. -/
def reducedEnergy (Z c : ℝ) (n k : ℕ) : ℝ :=
  1 / √(1 + (Z / c) ^ 2 / apparentN Z c n k ^ 2)
```

**A:** Multiplying by $c^2$ gives the level itself, rest energy included.

```lean
/-- The Dirac energy of a hydrogenic level in atomic units, rest energy `c²` included, for `c > 0`,
`1 ≤ k ≤ n` and `0 < Z/c < k`. -/
def diracLevel (Z c : ℝ) (n k : ℕ) : ℝ := c ^ 2 * reducedEnergy Z c n k
```

**Q:** And the mean? An unweighted average of two levels would be a different number.

**A:** Each level counts with its $2j+1=2k$ magnetic states, so the weights are $2(l+1)$ and $2l$:
$$M=\frac{(l+1)E_{l+1}+l\,E_l}{2l+1}.$$
`centroid` keeps the factors of 2, which cancel.

```lean
/-- The mean energy of the levels `j = l + 1/2` and `j = l - 1/2`, each weighted with its number of
states `2j + 1`, for `c > 0`, `1 ≤ l < n` and `0 < Z/c < l`. For `l = 0` the expression reduces to
the single level `j = 1/2`. -/
def centroid (Z c : ℝ) (n l : ℕ) : ℝ :=
  (2 * ((l : ℝ) + 1) * diracLevel Z c n (l + 1) + 2 * (l : ℝ) * diracLevel Z c n l) /
    (2 * ((l : ℝ) + 1) + 2 * (l : ℝ))
```

**Q:** You have typed in Sommerfeld's expression. Where is the Dirac equation?

**A:** It enters only through that expression. That `diracLevel` gives the bound-state energies of the Dirac equation in a Coulomb field is the step from the model to the atom that no hypothesis supplies. The formula also assumes a point nucleus of infinite mass and no radiative corrections.

**Q:** Then what is claimed about $M$?

**A:** For naturals $1\le l<n$,
$$c^2\Big(M-c^2+\frac{Z^2}{2n^2}\Big)\to-\frac{Z^4}{2n^3}\Big(\frac1{l+1/2}-\frac3{4n}\Big)\qquad(c\to\infty).$$
In Lean, `Tendsto … atTop (𝓝 …)` says that the left side comes within any chosen tolerance of the right side and stays there once $c$ is large enough. The theorem takes any real $Z$; the atomic reading needs $Z>0$.

**Q:** In nature $c$ is fixed.

**A:** Yes. The limit identifies the coefficient of $1/c^2$ in the energy, and it gives no error bound at the physical value of $c$.

**Q:** Subtracting $c^2$ and then multiplying by $c^2$ looks delicate. Do you expand in a series?

**A:** An exact identity does the work. Put $u=w^2/D^2$. Since $r^2(1+u)=1$, we have $u=(1-r^2)/r^2$, and so
$$r-1+\frac u2=\frac{(1-r)^2(1+2r)}{2r^2}=u^2\,\frac{r^2(1+2r)}{2(1+r)^2}.$$
Next, $D$ must be exchanged for $n$. With $q=k+\sqrt{k^2-w^2}$, the difference of squares gives $(n-D)q=w^2$, hence
$$\frac{w^2}{2n^2}-\frac{w^2}{2D^2}=-\frac{w^2(n-D)(n+D)}{2n^2D^2}=-w^4\,\frac{D+n}{2qn^2D^2}.$$
Adding the two lines gives $r-1+w^2/(2n^2)=w^4G$ with
$$G=\frac{r^2(1+2r)}{2(1+r)^2D^4}-\frac{D+n}{2qn^2D^2}.$$

In the proof, `hu` is the expression for $u$, and `h1` and `h2` are the two displayed remainders. The last `linear_combination` adds them.

```lean
/-- Exact remainder of the reduced energy `r` beyond the Bohr term, for positive `n, D, q, r`
with `w² = (n - D) q` and `r² (1 + w²/D²) = 1`: it is `w⁴` times an explicit factor. -/
theorem reduced_energy_identity {n D q w r : ℝ} (hn : 0 < n) (hD : 0 < D) (hq : 0 < q)
    (hr : 0 < r) (hw : w ^ 2 = (n - D) * q) (hE : r ^ 2 * (1 + w ^ 2 / D ^ 2) = 1) :
    r - 1 + w ^ 2 / (2 * n ^ 2) =
      w ^ 4 * (r ^ 2 * (1 + 2 * r) / (2 * (1 + r) ^ 2) / D ^ 4
        - (D + n) / (2 * q * n ^ 2 * D ^ 2)) := by
  have hu : w ^ 2 / D ^ 2 = (1 - r ^ 2) / r ^ 2 := by
    rw [eq_div_iff (by positivity)]
    linear_combination hE
  -- remainder of the inverse square root
  have h1 : r - 1 + w ^ 2 / D ^ 2 / 2 =
      (w ^ 2 / D ^ 2) ^ 2 * (r ^ 2 * (1 + 2 * r) / (2 * (1 + r) ^ 2)) := by
    rw [hu]
    field_simp
    ring
  -- remainder from replacing the apparent quantum number by `n`
  have h2 : w ^ 2 / (2 * n ^ 2) - w ^ 2 / D ^ 2 / 2 =
      -((w ^ 2) ^ 2 * ((D + n) / (2 * q * n ^ 2 * D ^ 2))) := by
    rw [hw]
    field_simp
    ring
  generalize r ^ 2 * (1 + 2 * r) / (2 * (1 + r) ^ 2) = A at h1 ⊢
  generalize (D + n) / (2 * q * n ^ 2 * D ^ 2) = B at h2 ⊢
  linear_combination h1 + h2
```

**Q:** How does that become the shift of one level?

**A:** As $c\to\infty$, $w\to0$, so $\sqrt{k^2-w^2}\to k$, $D\to n$, $r\to1$ and $q\to2k$. Therefore
$$G\to\frac{3}{8n^4}-\frac{1}{2kn^3}=-\frac1{2n^3}\Big(\frac1k-\frac3{4n}\Big).$$
Because $c^4w^4=Z^4$, the scaled shift $c^2(E_k-c^2+Z^2/(2n^2))$ equals $Z^4G$, and its limit follows for every $1\le k\le n$.

The code has the same order. `hw`, `hs`, `hD` and `hr` are the elementary limits, and `hG` combines them into the limit of $G$. The step with `congr'` replaces $Z^4G$ by the scaled shift for all sufficiently large $c$, where $c$ and the square root are positive and the identity applies. `scale` restores the powers of $c$.

```lean
/-- The leading relativistic shift of a single Dirac level with `1 ≤ k ≤ n`, scaled by `c²`,
as `c` tends to infinity. -/
theorem level_shift_tendsto (Z : ℝ) {n k : ℕ} (hk : 1 ≤ k) (hkn : k ≤ n) :
    Tendsto (fun c : ℝ => c ^ 2 * (diracLevel Z c n k - c ^ 2 + Z ^ 2 / (2 * (n : ℝ) ^ 2)))
      atTop (𝓝 (-(Z ^ 4 / (2 * (n : ℝ) ^ 3)) * (1 / (k : ℝ) - 3 / (4 * n)))) := by
  have hk0 : (0 : ℝ) < k := by exact_mod_cast hk
  have hkn' : (k : ℝ) ≤ n := by exact_mod_cast hkn
  have hn0 : (0 : ℝ) < n := lt_of_lt_of_le hk0 hkn'
  have hw : Tendsto (fun c : ℝ => Z / c) atTop (𝓝 0) :=
    tendsto_const_nhds.div_atTop tendsto_id
  have hs : Tendsto (fun c : ℝ => √((k : ℝ) ^ 2 - (Z / c) ^ 2)) atTop (𝓝 (k : ℝ)) := by
    have h := ((tendsto_const_nhds (x := (k : ℝ) ^ 2)).sub (hw.pow 2)).sqrt
    have e : √((k : ℝ) ^ 2 - 0 ^ 2) = k := by
      rw [zero_pow two_ne_zero, sub_zero, Real.sqrt_sq hk0.le]
    rwa [e] at h
  have hD : Tendsto (fun c : ℝ => apparentN Z c n k) atTop (𝓝 (n : ℝ)) := by
    have h := hs.const_add ((n : ℝ) - k)
    rwa [sub_add_cancel] at h
  have hr : Tendsto (fun c : ℝ => reducedEnergy Z c n k) atTop (𝓝 1) := by
    have h : Tendsto (fun c : ℝ => reducedEnergy Z c n k) atTop
        (𝓝 (1 / √(1 + 0 ^ 2 / (n : ℝ) ^ 2))) :=
      tendsto_const_nhds.div
        (((hw.pow 2).div (hD.pow 2) (pow_ne_zero 2 hn0.ne')).const_add 1).sqrt (by simp)
    have e : 1 / √(1 + 0 ^ 2 / (n : ℝ) ^ 2) = 1 := by simp
    rwa [e] at h
  -- the explicit factor of the exact identity has a finite limit
  have hG := (((hr.pow 2).mul ((hr.const_mul 2).const_add 1)).div
      (((hr.const_add 1).pow 2).const_mul 2) (by norm_num)).div (hD.pow 4)
      (pow_ne_zero 4 hn0.ne') |>.sub ((hD.add_const (n : ℝ)).div
      ((((hs.const_add (k : ℝ)).const_mul 2).mul_const ((n : ℝ) ^ 2)).mul (hD.pow 2))
      (by positivity))
  have e : -(Z ^ 4 / (2 * (n : ℝ) ^ 3)) * (1 / (k : ℝ) - 3 / (4 * n)) =
      Z ^ 4 * (1 ^ 2 * (1 + 2 * 1) / (2 * (1 + 1) ^ 2) / (n : ℝ) ^ 4
        - ((n : ℝ) + n) / (2 * ((k : ℝ) + k) * (n : ℝ) ^ 2 * (n : ℝ) ^ 2)) := by
    rw [← two_mul (n : ℝ), ← two_mul (k : ℝ)]
    field_simp
    ring
  rw [e]
  refine (hG.const_mul (Z ^ 4)).congr' ?_
  filter_upwards [eventually_gt_atTop (0 : ℝ), hs.eventually (lt_mem_nhds hk0)] with c hc hs0
  have hsq := Real.sq_sqrt (Real.sqrt_pos.mp hs0).le
  have hD0 : 0 < apparentN Z c n k := by
    unfold apparentN
    linarith
  have hy : 0 < 1 + (Z / c) ^ 2 / apparentN Z c n k ^ 2 := by positivity
  have hr0 : 0 < reducedEnergy Z c n k := one_div_pos.mpr (Real.sqrt_pos.mpr hy)
  have key := reduced_energy_identity (w := Z / c) hn0 hD0 (add_pos hk0 hs0) hr0
    (by unfold apparentN; linear_combination hsq)
    (by rw [reducedEnergy, div_pow, Real.sq_sqrt hy.le, one_pow, one_div_mul_cancel hy.ne'])
  have hZ2 : c ^ 2 * (Z / c) ^ 2 = Z ^ 2 := by field_simp
  have hZ4 : c ^ 4 * (Z / c) ^ 4 = Z ^ 4 := by field_simp
  -- restore atomic units
  have scale : ∀ r G : ℝ, r - 1 + (Z / c) ^ 2 / (2 * (n : ℝ) ^ 2) = (Z / c) ^ 4 * G →
      Z ^ 4 * G = c ^ 2 * (c ^ 2 * r - c ^ 2 + Z ^ 2 / (2 * (n : ℝ) ^ 2)) := by
    intro r G h
    rw [← hZ2, ← hZ4]
    generalize Z / c = w at h ⊢
    linear_combination -c ^ 4 * h
  exact scale _ _ key
```

**Q:** Now the average. Have the weights been chosen to produce the answer?

**A:** First leave them open. Give the upper level any real weight $p$ and the lower level $1-p$. The weights sum to one, so the subtracted terms are unaffected, and the limit contains
$$\frac p{l+1}+\frac{1-p}l-\frac3{4n}$$
in place of $1/k-3/(4n)$. The proof adds the two single-level limits, multiplied by $p$ and $1-p$. The condition $l<n$ ensures that $k=l+1$ is allowed.

```lean
/-- The limit, as `c` tends to infinity, of the scaled shift of the weighted mean of a doublet with
`1 ≤ l < n`, when the level `j = l + 1/2` carries the weight `p` and the level `j = l - 1/2` the
weight `1 - p`. -/
theorem weighted_shift_tendsto (Z p : ℝ) {n l : ℕ} (hl : 1 ≤ l) (hln : l < n) :
    Tendsto (fun c : ℝ => c ^ 2 * (p * diracLevel Z c n (l + 1) + (1 - p) * diracLevel Z c n l
        - c ^ 2 + Z ^ 2 / (2 * (n : ℝ) ^ 2))) atTop
      (𝓝 (-(Z ^ 4 / (2 * (n : ℝ) ^ 3)) *
        (p / ((l : ℝ) + 1) + (1 - p) / l - 3 / (4 * n)))) := by
  have h := ((level_shift_tendsto Z (Nat.le_add_left 1 l) hln).const_mul p).add
    ((level_shift_tendsto Z hl hln.le).const_mul (1 - p))
  convert h using 1
  · ext c
    ring
  · congr 1
    push_cast
    ring
```

**Q:** Does this recover the familiar splitting?

**A:** Subtract the case $p=0$ from the case $p=1$. Since $1/l-1/(l+1)=1/(l(l+1))$, the scaled splitting tends to $Z^4/(2n^3l(l+1))$, with $j=l+\tfrac12$ the higher level for $Z\neq0$. The proof is this subtraction.

```lean
/-- The fine-structure splitting of a doublet with `1 ≤ l < n`: scaled by `c²`, it tends to
`Z⁴ / (2 n³ l (l + 1))` as `c` tends to infinity. -/
theorem splitting_tendsto (Z : ℝ) {n l : ℕ} (hl : 1 ≤ l) (hln : l < n) :
    Tendsto (fun c : ℝ => c ^ 2 * (diracLevel Z c n (l + 1) - diracLevel Z c n l)) atTop
      (𝓝 (Z ^ 4 / (2 * (n : ℝ) ^ 3 * l * ((l : ℝ) + 1)))) := by
  have hl0 : (0 : ℝ) < l := by exact_mod_cast hl
  have hn0 : (0 : ℝ) < n := by exact_mod_cast (by omega : 0 < n)
  have h := (weighted_shift_tendsto Z 1 hl hln).sub (weighted_shift_tendsto Z 0 hl hln)
  convert h using 1
  · ext c
    ring
  · congr 1
    field_simp
    ring
```

**A:** For the mean, counting states fixes $p=(l+1)/(2l+1)$, and
$$\frac{p}{l+1}+\frac{1-p}{l}=\frac{1}{2l+1}+\frac{1}{2l+1}=\frac1{l+1/2}.$$
In the proof, `hc` rewrites the centroid with this $p$, and `e` is the line above.

```lean
/-- Averaged fine structure: for `1 ≤ l < n` the centroid of the Dirac doublet, measured from
the rest energy plus the Bohr energy and scaled by `c²`, tends to
`-(Z⁴/(2n³)) (1/(l + 1/2) - 3/(4n))` as `c` tends to infinity. -/
theorem centroid_shift_tendsto (Z : ℝ) {n l : ℕ} (hl : 1 ≤ l) (hln : l < n) :
    Tendsto (fun c : ℝ => c ^ 2 * (centroid Z c n l - c ^ 2 + Z ^ 2 / (2 * (n : ℝ) ^ 2)))
      atTop (𝓝 (-(Z ^ 4 / (2 * (n : ℝ) ^ 3)) * (1 / ((l : ℝ) + 1 / 2) - 3 / (4 * n)))) := by
  have hl0 : (0 : ℝ) < l := by exact_mod_cast hl
  have h := weighted_shift_tendsto Z (((l : ℝ) + 1) / (2 * l + 1)) hl hln
  have hc : ∀ c, centroid Z c n l = ((l : ℝ) + 1) / (2 * l + 1) * diracLevel Z c n (l + 1)
      + (1 - ((l : ℝ) + 1) / (2 * l + 1)) * diracLevel Z c n l := by
    intro c
    rw [centroid, show 2 * ((l : ℝ) + 1) + 2 * l = 2 * (2 * l + 1) by ring]
    field_simp
    ring
  -- the statistical weights average `1/k` to `1/(l + 1/2)`
  have e : ((l : ℝ) + 1) / (2 * l + 1) / ((l : ℝ) + 1)
      + (1 - ((l : ℝ) + 1) / (2 * l + 1)) / l = 1 / ((l : ℝ) + 1 / 2) := by
    field_simp
    ring
  rw [e] at h
  simpa only [hc] using h
```

**Q:** Show me numbers.

**A:** Take $Z=1$, $n=2$, $l=1$, the smallest doublet allowed. The prefactor is $-\tfrac1{16}$. The scaled shifts tend to
$$j=\tfrac32:\ -\tfrac1{16}\big(\tfrac12-\tfrac38\big)=-\tfrac1{128},\qquad j=\tfrac12:\ -\tfrac1{16}\big(1-\tfrac38\big)=-\tfrac5{128}.$$
With weights $\tfrac23$ and $\tfrac13$ the mean is $-\tfrac7{384}$. The formula gives $-\tfrac1{16}(\tfrac23-\tfrac38)=-\tfrac7{384}$ as well. The splitting is $\tfrac4{128}=\tfrac1{32}$, as it should be.

**Q:** Could another weighting give the same limit?

**A:** Not if $Z\neq0$. The two levels then have different limiting shifts, so the limit determines $p$. The proof equates the two limits by `tendsto_nhds_unique`, cancels the nonzero prefactor and solves the linear equation for $p$. At $Z=0$ every weighting gives zero.

```lean
/-- For `Z ≠ 0` and `1 ≤ l < n`, the scaled shift of a weighted mean of the doublet has the same
limit as that of the centroid, as `c` tends to infinity, only if the level `j = l + 1/2` carries the
weight `(l + 1)/(2l + 1)`. -/
theorem weight_unique {Z p : ℝ} (hZ : Z ≠ 0) {n l : ℕ} (hl : 1 ≤ l) (hln : l < n)
    (h : Tendsto (fun c : ℝ => c ^ 2 * (p * diracLevel Z c n (l + 1)
        + (1 - p) * diracLevel Z c n l - c ^ 2 + Z ^ 2 / (2 * (n : ℝ) ^ 2))) atTop
      (𝓝 (-(Z ^ 4 / (2 * (n : ℝ) ^ 3)) * (1 / ((l : ℝ) + 1 / 2) - 3 / (4 * n))))) :
    p = ((l : ℝ) + 1) / (2 * l + 1) := by
  have hl0 : (0 : ℝ) < l := by exact_mod_cast hl
  have hn0 : (0 : ℝ) < n := by exact_mod_cast (by omega : 0 < n)
  have h1 := tendsto_nhds_unique (weighted_shift_tendsto Z p hl hln) h
  have h2 := mul_left_cancel₀ (neg_ne_zero.mpr (by positivity)) h1
  have h3 : p - ((l : ℝ) + 1) / (2 * l + 1) = -(l * ((l : ℝ) + 1)) *
      (p / ((l : ℝ) + 1) + (1 - p) / l - 1 / ((l : ℝ) + 1 / 2)) := by
    field_simp
    ring
  linear_combination h3 - (l * ((l : ℝ) + 1)) * h2
```

**Q:** Why exclude $l=0$? The formula looks harmless there.

**A:** It gives the wrong value when $Z\ne0$. An s level has only $j=\tfrac12$, so $k=1$, and the bracket contains $1/k=1$, whereas $1/(l+\tfrac12)$ would be 2. The true limit is higher by $Z^4/(2n^3)$. In perturbation theory this excess is the Darwin term, and the formula itself is the mass–velocity shift; for $l\ge1$ the spin–orbit contributions cancel in the weighted mean.

In the code, the second level of `centroid` has weight zero at $l=0$, so `hc` reduces the mean to the $k=1$ level and the single-level theorem finishes the proof.

```lean
/-- For `l = 0` and `n ≥ 1` the scaled shift of the centroid tends, as `c` tends to infinity, to
`Z⁴/(2n³)` plus the value at `l = 0` of the expression `-(Z⁴/(2n³)) (1/(l + 1/2) - 3/(4n))`, which
is the limit for `1 ≤ l < n`. -/
theorem s_centroid_shift_tendsto (Z : ℝ) {n : ℕ} (hn : 1 ≤ n) :
    Tendsto (fun c : ℝ => c ^ 2 * (centroid Z c n 0 - c ^ 2 + Z ^ 2 / (2 * (n : ℝ) ^ 2)))
      atTop (𝓝 (-(Z ^ 4 / (2 * (n : ℝ) ^ 3)) * (1 / (0 + 1 / 2) - 3 / (4 * n))
        + Z ^ 4 / (2 * (n : ℝ) ^ 3))) := by
  have hc : ∀ c, centroid Z c n 0 = diracLevel Z c n 1 := by
    intro c
    simp [centroid]
  simp only [hc]
  convert level_shift_tendsto Z le_rfl hn using 2
  push_cast
  ring

end

end AveragedFineStructure
```

```lean
#print axioms AveragedFineStructure.weighted_shift_tendsto
#print axioms AveragedFineStructure.splitting_tendsto
#print axioms AveragedFineStructure.weight_unique
#print axioms AveragedFineStructure.s_centroid_shift_tendsto
```

```
'AveragedFineStructure.weighted_shift_tendsto' depends on axioms: [propext, Classical.choice, Quot.sound]
'AveragedFineStructure.splitting_tendsto' depends on axioms: [propext, Classical.choice, Quot.sound]
'AveragedFineStructure.weight_unique' depends on axioms: [propext, Classical.choice, Quot.sound]
'AveragedFineStructure.s_centroid_shift_tendsto' depends on axioms: [propext, Classical.choice, Quot.sound]
```

**Q:** Does the same argument average a whole shell?

**A:** Yes, with a little counting that has no theorem in the code. Among the $2n^2$ states of shell $n$, each $k<n$ occurs for two values of $l$ and so has $4k$ states, while $k=n$ has $2n$. The mean of $1/k$ is
$$\frac{4(n-1)+2}{2n^2}=\frac{2n-1}{n^2},$$
so the scaled mean shift of the shell tends to $-Z^4(5n-4)/(8n^5)$. For $n=1$ this is $-Z^4/8$, the shift of the ground state.

**Q:** Where would I meet the doublet mean in electronic-structure work?

**A:** Relativistic pseudopotentials are often averaged over $j$ with the same weights, $l+1$ and $l$, to obtain a part without spin–orbit coupling. The result here concerns the energies of one electron in a point-Coulomb field, to leading order in $1/c^2$, and not the potentials themselves.
